# In p4mm, a point is a general position exactly when none of 2x, 2y, x+y, x−y is an integer

A structure-factor routine that adds all eight p4mm images of every listed atom with weight one counts an atom at $(0.3, 0)$ twice. The mirror $y \mapsto -y$ fixes that site, so the eight images coincide in pairs modulo the lattice, and the atom scatters with double weight. A test that tells such sites from general ones shows where this overcounting occurs.

## Four numbers to test, one triangle to reach

Let $(x,y)$ be real coordinates in units of the edge of the primitive square cell, with the origin at a fourfold centre and the axes along the cell edges. The stabiliser of a point is the set of operations that fix it. In p4mm it contains only the identity if and only if

$$2x,\quad 2y,\quad x+y,\quad x-y \ \notin\ \mathbb Z .$$

Equivalently, exactly one operation of the group carries the point into the open triangle $T$ given by $0<y<x<1/2$.

## Site weights and reduction to the asymmetric unit

For a two-dimensional crystal with exact p4mm symmetry, the test tells a structure-factor code which atoms can enter the sum over eight operations with weight one. The triangle statement serves codes that store one representative per orbit: for a general position, the operation that leads to the representative is unambiguous.

## From mirror lines to a unique fold

**The operations.** Let $s,t=\pm1$ and $a,b\in\mathbb Z$. Every element of the group has one of the forms

$$(x,y)\mapsto(sx+a,\;ty+b),\qquad (x,y)\mapsto(sy+a,\;tx+b).$$

Each is a signed permutation followed by a translation, so it belongs to the group. Conversely, these maps include the generators and are closed under products and inverses. For example, two maps of the first form compose to $(ss'x+sa'+a,\;tt'y+tb'+b)$, and the second form has inverse $(x,y)\mapsto(ty-tb,\;sx-sa)$.

**An integer gives a mirror.** If one of the four numbers equals an integer $n$, a reflection fixes the point:

- $2x=n$: $(x,y)\mapsto(n-x,\;y)$
- $2y=n$: $(x,y)\mapsto(x,\;n-y)$
- $x+y=n$: $(x,y)\mapsto(n-y,\;n-x)$
- $x-y=n$: $(x,y)\mapsto(y+n,\;x-n)$

**No integer leaves only the identity.** Suppose an operation of the first form fixes $(x,y)$. If $s=-1$, then $2x=a$; if $t=-1$, then $2y=b$. Both are excluded, so $s=t=1$ and $a=b=0$. For the second form, $x=sy+a$ gives $x-y=a$ or $x+y=a$, also excluded. Rotations need no test of their own.

In the case $s=t=-1$ of the second form, adding the two coordinate equations gives only $2(x+y)=a+b$, which wrongly suggests that half-integer $x+y$ is special. Those lines are glide lines, and glides fix no point: $(0.3,0.2)$ is general.

**Folding.** If $2x\notin\mathbb Z$, either $x-\lfloor x\rfloor$ or $\lfloor x\rfloor+1-x$ lies in $(0,1/2)$. Fold both coordinates to $u=sx+a$ and $v=ty+b$. Equality $u=v$ would make $x-y$ or $x+y$ an integer. Otherwise, put the larger value first, and the point is in $T$.

**Uniqueness.** Let $x$ and $sx+a$ both lie in $(0,1/2)$. If $s=1$, then $|a|<1/2$, so $a=0$. If $s=-1$, then $0<a<1$, which is impossible. An operation taking a point of $T$ into $T$ is therefore the identity or the exchange $(x,y)\mapsto(y,x)$, and the exchange reverses $y<x$. If $g$ and $k$ both carry $p$ into $T$, then $kg^{-1}$ carries $gp\in T$ to $kp\in T$, so $k=g$.

Conversely, let $g$ be the only operation carrying $p$ into $T$, and let $kp=p$. Then $gk$ also carries $p$ into $T$, so $gk=g$ and $k=1$.

## The Lean development

```lean
import Mathlib

namespace PlaneGroupP4mm

noncomputable section

/-- The operation `(x, y) ↦ (s x + a, t y + b)` with signs `s, t` and integers `a, b`. -/
def straight (s t : ℤˣ) (a b : ℤ) : Equiv.Perm (ℝ × ℝ) where
  toFun p := (((s : ℤ) : ℝ) * p.1 + a, ((t : ℤ) : ℝ) * p.2 + b)
  invFun p := (((s : ℤ) : ℝ) * (p.1 - a), ((t : ℤ) : ℝ) * (p.2 - b))
  left_inv p := by
    rcases Int.units_eq_one_or s with rfl | rfl <;>
      rcases Int.units_eq_one_or t with rfl | rfl <;> simp
  right_inv p := by
    rcases Int.units_eq_one_or s with rfl | rfl <;>
      rcases Int.units_eq_one_or t with rfl | rfl <;> simp

/-- The operation `(x, y) ↦ (s y + a, t x + b)`, which exchanges the two axes. -/
def crossed (s t : ℤˣ) (a b : ℤ) : Equiv.Perm (ℝ × ℝ) where
  toFun p := (((s : ℤ) : ℝ) * p.2 + a, ((t : ℤ) : ℝ) * p.1 + b)
  invFun p := (((t : ℤ) : ℝ) * (p.2 - b), ((s : ℤ) : ℝ) * (p.1 - a))
  left_inv p := by
    rcases Int.units_eq_one_or s with rfl | rfl <;>
      rcases Int.units_eq_one_or t with rfl | rfl <;> simp
  right_inv p := by
    rcases Int.units_eq_one_or s with rfl | rfl <;>
      rcases Int.units_eq_one_or t with rfl | rfl <;> simp

/-- The plane group p4mm, generated by the integer translations and the eight signed
permutation matrices. -/
def p4mm : Subgroup (Equiv.Perm (ℝ × ℝ)) :=
  Subgroup.closure {g | (∃ a b : ℤ, g = straight 1 1 a b) ∨
    ∃ s t : ℤˣ, g = straight s t 0 0 ∨ g = crossed s t 0 0}

/-- A general position is a point whose stabiliser in p4mm is trivial. -/
def IsGeneral (p : ℝ × ℝ) : Prop := MulAction.stabilizer p4mm p = ⊥

/-- The open triangle `0 < y < x < 1/2`. -/
def asymmetricUnit : Set (ℝ × ℝ) := {q | 0 < q.2 ∧ q.2 < q.1 ∧ q.1 < 1 / 2}

/-- Coordinates of the image of a point under an operation that keeps the axes. -/
theorem straight_apply (s t : ℤˣ) (a b : ℤ) (p : ℝ × ℝ) :
    straight s t a b p = (((s : ℤ) : ℝ) * p.1 + a, ((t : ℤ) : ℝ) * p.2 + b) := rfl

/-- Coordinates of the image of a point under an operation that exchanges the axes. -/
theorem crossed_apply (s t : ℤˣ) (a b : ℤ) (p : ℝ × ℝ) :
    crossed s t a b p = (((s : ℤ) : ℝ) * p.2 + a, ((t : ℤ) : ℝ) * p.1 + b) := rfl

/-- The axis-keeping operation `straight 1 1 0 0`, with positive signs and no translation, is the
identity. -/
theorem straight_one : straight 1 1 0 0 = 1 := by
  refine Equiv.ext fun p => Prod.ext ?_ ?_ <;> simp [straight_apply]

/-- The elements of p4mm are exactly the signed permutations of the coordinates followed by
an integer translation. -/
theorem mem_p4mm_iff (g : Equiv.Perm (ℝ × ℝ)) :
    g ∈ p4mm ↔ ∃ (s t : ℤˣ) (a b : ℤ), g = straight s t a b ∨ g = crossed s t a b := by
  constructor
  · intro h
    unfold p4mm at h
    induction h using Subgroup.closure_induction with
    | mem g hg =>
      rcases hg with ⟨a, b, h⟩ | ⟨s, t, h⟩
      · exact ⟨1, 1, a, b, Or.inl h⟩
      · exact ⟨s, t, 0, 0, h⟩
    | one => exact ⟨1, 1, 0, 0, Or.inl straight_one.symm⟩
    | mul g h _ _ ihg ihh =>
      -- signs multiply; the outer linear part acts on the inner translation, then the outer one is added
      obtain ⟨s, t, a, b, rfl | rfl⟩ := ihg <;> obtain ⟨s', t', a', b', rfl | rfl⟩ := ihh
      · refine ⟨s * s', t * t', s * a' + a, t * b' + b, Or.inl ?_⟩
        refine Equiv.ext fun p => Prod.ext ?_ ?_ <;> simp only [Equiv.Perm.mul_apply,
          straight_apply, Units.val_mul, Int.cast_mul, Int.cast_add] <;> ring
      · refine ⟨s * s', t * t', s * a' + a, t * b' + b, Or.inr ?_⟩
        refine Equiv.ext fun p => Prod.ext ?_ ?_ <;> simp only [Equiv.Perm.mul_apply,
          straight_apply, crossed_apply, Units.val_mul, Int.cast_mul, Int.cast_add] <;> ring
      · refine ⟨s * t', t * s', s * b' + a, t * a' + b, Or.inr ?_⟩
        refine Equiv.ext fun p => Prod.ext ?_ ?_ <;> simp only [Equiv.Perm.mul_apply,
          straight_apply, crossed_apply, Units.val_mul, Int.cast_mul, Int.cast_add] <;> ring
      · refine ⟨s * t', t * s', s * b' + a, t * a' + b, Or.inl ?_⟩
        refine Equiv.ext fun p => Prod.ext ?_ ?_ <;> simp only [Equiv.Perm.mul_apply,
          straight_apply, crossed_apply, Units.val_mul, Int.cast_mul, Int.cast_add] <;> ring
    | inv g _ ih =>
      obtain ⟨s, t, a, b, rfl | rfl⟩ := ih
      · refine ⟨s, t, -(s * a), -(t * b), Or.inl (inv_eq_of_mul_eq_one_right ?_)⟩
        rcases Int.units_eq_one_or s with rfl | rfl <;>
          rcases Int.units_eq_one_or t with rfl | rfl <;>
          refine Equiv.ext fun p => Prod.ext ?_ ?_ <;>
          simp only [Equiv.Perm.mul_apply, Equiv.Perm.one_apply, straight_apply, Units.val_neg,
            Units.val_one, Int.cast_neg, Int.cast_mul, Int.cast_one] <;> ring
      · refine ⟨t, s, -(t * b), -(s * a), Or.inr (inv_eq_of_mul_eq_one_right ?_)⟩
        rcases Int.units_eq_one_or s with rfl | rfl <;>
          rcases Int.units_eq_one_or t with rfl | rfl <;>
          refine Equiv.ext fun p => Prod.ext ?_ ?_ <;>
          simp only [Equiv.Perm.mul_apply, Equiv.Perm.one_apply, crossed_apply, Units.val_neg,
            Units.val_one, Int.cast_neg, Int.cast_mul, Int.cast_one] <;> ring
  · -- each such operation is a matrix generator followed by a translation generator
    rintro ⟨s, t, a, b, rfl | rfl⟩
    · have h : straight s t a b = straight 1 1 a b * straight s t 0 0 := by
        refine Equiv.ext fun p => Prod.ext ?_ ?_ <;> simp [straight_apply]
      rw [h]
      exact mul_mem (Subgroup.subset_closure (Or.inl ⟨a, b, rfl⟩))
        (Subgroup.subset_closure (Or.inr ⟨s, t, Or.inl rfl⟩))
    · have h : crossed s t a b = straight 1 1 a b * crossed s t 0 0 := by
        refine Equiv.ext fun p => Prod.ext ?_ ?_ <;> simp [straight_apply, crossed_apply]
      rw [h]
      exact mul_mem (Subgroup.subset_closure (Or.inl ⟨a, b, rfl⟩))
        (Subgroup.subset_closure (Or.inr ⟨s, t, Or.inr rfl⟩))

/-- A point is a general position exactly when only the identity of p4mm fixes it. -/
theorem isGeneral_iff_fixed (p : ℝ × ℝ) :
    IsGeneral p ↔ ∀ g ∈ p4mm, g p = p → g = 1 := by
  unfold IsGeneral
  rw [Subgroup.eq_bot_iff_forall]
  constructor
  · intro h g hg hp
    exact congrArg Subtype.val (h ⟨g, hg⟩ (MulAction.mem_stabilizer_iff.2 hp))
  · intro h g hg
    exact Subtype.ext (h g.1 g.2 (MulAction.mem_stabilizer_iff.1 hg))

/-- A point `(x, y)` has trivial stabiliser in p4mm if and only if none of `2x`, `2y`, `x + y`,
`x - y` is an integer. -/
theorem isGeneral_iff (x y : ℝ) :
    IsGeneral (x, y) ↔ (∀ n : ℤ, 2 * x ≠ n) ∧ (∀ n : ℤ, 2 * y ≠ n) ∧
      (∀ n : ℤ, x + y ≠ n) ∧ (∀ n : ℤ, x - y ≠ n) := by
  constructor
  · intro h
    have H : ∀ g ∈ p4mm, g (x, y) = (x, y) → ∀ q, g q = q := fun g hg hp q =>
      DFunLike.congr_fun ((isGeneral_iff_fixed _).1 h g hg hp) q
    -- each integrality condition puts the point on an explicit mirror line
    refine ⟨fun n hn => ?_, fun n hn => ?_, fun n hn => ?_, fun n hn => ?_⟩
    · have e := H (straight (-1) 1 n 0) ((mem_p4mm_iff _).2 ⟨_, _, _, _, Or.inl rfl⟩) (by
        refine Prod.ext ?_ ?_ <;> simp only [straight_apply, Units.val_neg, Units.val_one,
          Int.cast_neg, Int.cast_one, Int.cast_zero] <;> linarith)
      have h0 := congrArg Prod.fst (e (0, 0))
      have h1 := congrArg Prod.fst (e (1, 0))
      simp only [straight_apply, Units.val_neg, Units.val_one, Int.cast_neg,
        Int.cast_one] at h0 h1
      linarith
    · have e := H (straight 1 (-1) 0 n) ((mem_p4mm_iff _).2 ⟨_, _, _, _, Or.inl rfl⟩) (by
        refine Prod.ext ?_ ?_ <;> simp only [straight_apply, Units.val_neg, Units.val_one,
          Int.cast_neg, Int.cast_one, Int.cast_zero] <;> linarith)
      have h0 := congrArg Prod.snd (e (0, 0))
      have h1 := congrArg Prod.snd (e (0, 1))
      simp only [straight_apply, Units.val_neg, Units.val_one, Int.cast_neg,
        Int.cast_one] at h0 h1
      linarith
    · have e := H (crossed (-1) (-1) n n) ((mem_p4mm_iff _).2 ⟨_, _, _, _, Or.inr rfl⟩) (by
        refine Prod.ext ?_ ?_ <;> simp only [crossed_apply, Units.val_neg, Units.val_one,
          Int.cast_neg, Int.cast_one] <;> linarith)
      have h0 := congrArg Prod.fst (e (0, 0))
      have h1 := congrArg Prod.fst (e (0, 1))
      simp only [crossed_apply, Units.val_neg, Units.val_one, Int.cast_neg,
        Int.cast_one] at h0 h1
      linarith
    · have e := H (crossed 1 1 n (-n)) ((mem_p4mm_iff _).2 ⟨_, _, _, _, Or.inr rfl⟩) (by
        refine Prod.ext ?_ ?_ <;> simp only [crossed_apply, Units.val_one,
          Int.cast_neg, Int.cast_one] <;> linarith)
      have h0 := congrArg Prod.fst (e (0, 0))
      have h1 := congrArg Prod.fst (e (0, 1))
      simp only [crossed_apply, Units.val_one, Int.cast_one] at h0 h1
      linarith
  · rintro ⟨h1, h2, h3, h4⟩
    rw [isGeneral_iff_fixed]
    intro g hg hp
    have hx := congrArg Prod.fst hp
    have hy := congrArg Prod.snd hp
    obtain ⟨s, t, a, b, rfl | rfl⟩ := (mem_p4mm_iff g).1 hg
    · simp only [straight_apply] at hx hy
      rcases Int.units_eq_one_or s with rfl | rfl <;>
        simp only [Units.val_neg, Units.val_one, Int.cast_neg, Int.cast_one] at hx
      · rcases Int.units_eq_one_or t with rfl | rfl <;>
          simp only [Units.val_neg, Units.val_one, Int.cast_neg, Int.cast_one] at hy
        · have ha : (a : ℝ) = 0 := by linarith
          have hb : (b : ℝ) = 0 := by linarith
          rw [Int.cast_eq_zero.1 ha, Int.cast_eq_zero.1 hb]
          exact straight_one
        · exact absurd (by linarith) (h2 b)
      · exact absurd (by linarith) (h1 a)
    · simp only [crossed_apply] at hx
      rcases Int.units_eq_one_or s with rfl | rfl <;>
        simp only [Units.val_neg, Units.val_one, Int.cast_neg, Int.cast_one] at hx
      · exact absurd (by linarith) (h4 a)
      · exact absurd (by linarith) (h3 a)

/-- A coordinate whose double is not an integer is brought into the open interval `(0, 1/2)` by
a sign and an integer shift. -/
theorem exists_fold {x : ℝ} (hx : ∀ n : ℤ, 2 * x ≠ n) :
    ∃ (s : ℤˣ) (a : ℤ), 0 < ((s : ℤ) : ℝ) * x + a ∧ ((s : ℤ) : ℝ) * x + a < 1 / 2 := by
  have l := Int.floor_le x
  have u := Int.lt_floor_add_one x
  have l' : (⌊x⌋ : ℝ) ≠ x := fun h => hx (2 * ⌊x⌋) (by push_cast; linarith)
  have l'' := lt_of_le_of_ne l l'
  rcases lt_trichotomy x (⌊x⌋ + 1 / 2) with h | h | h
  · refine ⟨1, -⌊x⌋, ?_, ?_⟩ <;> push_cast <;> linarith
  · exact absurd (by push_cast; linarith) (hx (2 * ⌊x⌋ + 1))
  · refine ⟨-1, ⌊x⌋ + 1, ?_, ?_⟩ <;> push_cast <;> linarith

/-- A sign and an integer shift that keep a coordinate inside `(0, 1/2)` are trivial. -/
theorem fold_unique {x : ℝ} {s : ℤˣ} {a : ℤ} (h0 : 0 < x) (h1 : x < 1 / 2)
    (k0 : 0 < ((s : ℤ) : ℝ) * x + a) (k1 : ((s : ℤ) : ℝ) * x + a < 1 / 2) :
    s = 1 ∧ a = 0 := by
  rcases Int.units_eq_one_or s with rfl | rfl <;>
    simp only [Units.val_neg, Units.val_one, Int.cast_neg, Int.cast_one] at k0 k1
  · have e1 : ((-1 : ℤ) : ℝ) < a := by push_cast; linarith
    have e2 : (a : ℝ) < ((1 : ℤ) : ℝ) := by push_cast; linarith
    have e3 := Int.cast_lt.1 e1
    have e4 := Int.cast_lt.1 e2
    exact ⟨rfl, by omega⟩
  · have e1 : ((0 : ℤ) : ℝ) < a := by push_cast; linarith
    have e2 : (a : ℝ) < ((1 : ℤ) : ℝ) := by push_cast; linarith
    have e3 := Int.cast_lt.1 e1
    have e4 := Int.cast_lt.1 e2
    omega

/-- An operation of p4mm that carries some point of the open triangle `0 < y < x < 1/2` to a
point of the same triangle is the identity. -/
theorem eq_one_of_mem_unit {k : Equiv.Perm (ℝ × ℝ)} (hk : k ∈ p4mm) {q : ℝ × ℝ}
    (hq : q ∈ asymmetricUnit) (hkq : k q ∈ asymmetricUnit) : k = 1 := by
  obtain ⟨h1, h2, h3⟩ := hq
  obtain ⟨k1, k2, k3⟩ := hkq
  obtain ⟨s, t, a, b, rfl | rfl⟩ := (mem_p4mm_iff k).1 hk
  · simp only [straight_apply] at k1 k2 k3
    obtain ⟨rfl, rfl⟩ := fold_unique (h1.trans h2) h3 (k1.trans k2) k3
    obtain ⟨rfl, rfl⟩ := fold_unique h1 (h2.trans h3) k1 (k2.trans k3)
    exact straight_one
  · -- exchanging the axes would reverse the order of the coordinates
    simp only [crossed_apply] at k1 k2 k3
    obtain ⟨rfl, rfl⟩ := fold_unique h1 (h2.trans h3) (k1.trans k2) k3
    obtain ⟨rfl, rfl⟩ := fold_unique (h1.trans h2) h3 k1 (k2.trans k3)
    simp only [Units.val_one, Int.cast_one, Int.cast_zero] at k2
    exfalso
    linarith

/-- A point is a general position if and only if exactly one operation of p4mm carries it into
the open triangle `0 < y < x < 1/2`. -/
theorem isGeneral_iff_existsUnique (p : ℝ × ℝ) :
    IsGeneral p ↔ ∃! g : Equiv.Perm (ℝ × ℝ), g ∈ p4mm ∧ g p ∈ asymmetricUnit := by
  constructor
  · obtain ⟨x, y⟩ := p
    intro h
    obtain ⟨h1, h2, h3, h4⟩ := (isGeneral_iff x y).1 h
    obtain ⟨s, a, u0, u1⟩ := exists_fold h1
    obtain ⟨t, b, v0, v1⟩ := exists_fold h2
    -- fold both coordinates, then put the larger one first
    have ex : ∃ g ∈ p4mm, g (x, y) ∈ asymmetricUnit := by
      rcases lt_trichotomy (((s : ℤ) : ℝ) * x + a) (((t : ℤ) : ℝ) * y + b) with h | h | h
      · exact ⟨crossed t s b a, (mem_p4mm_iff _).2 ⟨_, _, _, _, Or.inr rfl⟩, u0, h, v1⟩
      · exfalso
        rcases Int.units_eq_one_or s with rfl | rfl <;>
          rcases Int.units_eq_one_or t with rfl | rfl <;>
          simp only [Units.val_neg, Units.val_one, Int.cast_neg, Int.cast_one] at h
        · exact h4 (b - a) (by push_cast; linarith)
        · exact h3 (b - a) (by push_cast; linarith)
        · exact h3 (a - b) (by push_cast; linarith)
        · exact h4 (a - b) (by push_cast; linarith)
      · exact ⟨straight s t a b, (mem_p4mm_iff _).2 ⟨_, _, _, _, Or.inl rfl⟩, v0, h, u1⟩
    obtain ⟨g, hg, hgp⟩ := ex
    refine ⟨g, ⟨hg, hgp⟩, fun k hk => ?_⟩
    have e : k * g⁻¹ = 1 := eq_one_of_mem_unit (mul_mem hk.1 (inv_mem hg)) hgp
      (by simpa [Equiv.Perm.mul_apply] using hk.2)
    exact mul_inv_eq_one.1 e
  · rintro ⟨g, ⟨hg, hgp⟩, huniq⟩
    rw [isGeneral_iff_fixed]
    intro k hk hkp
    have e : g * k = g := huniq (g * k)
      ⟨mul_mem hg hk, by rw [Equiv.Perm.mul_apply, hkp]; exact hgp⟩
    exact mul_left_cancel (e.trans (mul_one g).symm)

end

end PlaneGroupP4mm
```

```lean
#print axioms PlaneGroupP4mm.isGeneral_iff_fixed
#print axioms PlaneGroupP4mm.isGeneral_iff_existsUnique
```

```
'PlaneGroupP4mm.isGeneral_iff_fixed' depends on axioms: [propext, Classical.choice, Quot.sound]
'PlaneGroupP4mm.isGeneral_iff_existsUnique' depends on axioms: [propext, Classical.choice, Quot.sound]
```

## Exact coordinates in a single plane group

`isGeneral_iff` states the four-number test, and `isGeneral_iff_existsUnique` the triangle criterion. Operations are permutations of `ℝ × ℝ`, signs are elements of `ℤˣ`, and `p4mm` is the subgroup generated by translations and signed permutations. `IsGeneral` says that the stabiliser is `⊥`, the trivial subgroup; `asymmetricUnit` is $T$.

`mem_p4mm_iff` obtains the two forms by closure induction, with `ring` checking the compositions. `isGeneral_iff_fixed` turns the stabiliser condition into a statement about fixed points. In `isGeneral_iff`, each mirror is evaluated at two points to show that it is not the identity; the converse splits on signs and closes with `linarith`. `exists_fold` and `fold_unique` are the folding steps, and `eq_one_of_mem_unit` supplies uniqueness.

The coordinates are exact reals, so the theorems set no tolerance for floating-point input. They separate general from special positions but give neither the order of a special site's stabiliser nor its Wyckoff letter. The triangle is open, and no representatives are chosen on its boundary.

The model could also have used the eight signed permutations acting on the torus $\mathbb R^2/\mathbb Z^2$. The four-number test would be the same, but the group would be finite, and the number of sites per cell would follow as eight divided by the order of the stabiliser. With the full group, the integer shift is part of the operation, so the operation that carries a point into $T$ acts on its actual coordinates and not only on their classes modulo the lattice.
